# Two adsorbates coupled to finite baths share moments through order m + 2 exactly when their levels and their bath moments through order m agree

An atom sits above a metal surface. I describe it by one level of energy $a$, coupled by a vector $V$ to the one-electron levels of the metal, which I collect in a Hermitian matrix $B$. For a calculation I want to replace this bath by a much smaller one, $B'$, with couplings $V'$. I compare the two by the moments of the density of states on the adsorbate.

I believe that the adsorbate moments agree through order $m+2$ if and only if $a=a'$ and $\langle V,B^kV\rangle=\langle V',B'^kV'\rangle$ for all $k\le m$, whatever the sizes of the two baths. Can this be stated rigorously and checked by machine? And if the moments agree far enough, do they agree for ever?

## Each bath moment first appears two orders later

Yes to both. In an orthonormal basis with the adsorbate first, the Hamiltonian is

$$H=\begin{pmatrix} a & V^\dagger\\ V & B\end{pmatrix}.$$

Let $|0\rangle$ be the adsorbate state, and write

$$\mu_k=\langle 0|H^k|0\rangle,\qquad h_k=V^\dagger B^kV$$

for the adsorbate moments and the bath moments. Split $H^k|0\rangle$ into its adsorbate amplitude, which is $\mu_k$, and its vector of bath amplitudes $x_k$, with $\mu_0=1$ and $x_0=0$. One more application of $H$ gives

$$\mu_{k+1}=a\mu_k+V^\dagger x_k,\qquad x_{k+1}=\mu_kV+Bx_k.$$

The second equation is solved by

$$x_k=\sum_{j<k}\mu_{k-(j+1)}B^jV.$$

This holds at $k=0$, where the sum is empty. If it holds at $k$, then $Bx_k$ supplies the terms with $B^1,\dots,B^k$ in $x_{k+1}$, and $\mu_kV$ supplies the term with $B^0$. Inserting the sum into the first equation yields the recursion

$$\mu_{k+1}=a\mu_k+\sum_{j<k}h_j\,\mu_{k-(j+1)}.$$

The first few moments are $\mu_1=a$, $\mu_2=a^2+h_0$ and $\mu_3=a^3+2ah_0+h_1$.

**From adsorbate to bath.** Suppose that $\mu_k=\mu'_k$ for all $k\le m+2$. Order one gives $a=a'$. Now take $k\le m$ and assume that $h_j=h'_j$ for all $j<k$. The recursion for $\mu_{k+2}$, with its last term split off, reads

$$\mu_{k+2}=a\mu_{k+1}+\sum_{j<k}h_j\,\mu_{k-j}+h_k,$$

because $h_k$ is multiplied by $\mu_0=1$. Everything except $h_k$ is already known to agree for the two systems, hence $h_k=h'_k$.

**From bath to adsorbate.** Suppose that $a=a'$ and that the bath moments agree through order $m$. The moments of order zero are both one. For $k+1\le m+2$, the recursion builds $\mu_{k+1}$ from adsorbate moments of order at most $k$, which agree by induction, and from $h_j$ with $j<k\le m+1$, which agree by assumption.

## Finitely many moments decide all of them

Let $N$ be the total number of levels in the two baths, and let $p$ be the product of the characteristic polynomials of $B$ and $B'$. It is monic of degree $N$, and by the Cayley–Hamilton theorem $p(B)=0$ and $p(B')=0$. Division with remainder gives $X^k=p(X)s(X)+r(X)$, where $r(X)=\sum_{i<N}c_iX^i$. Therefore

$$B^k=\sum_{i<N}c_iB^i,\qquad B'^k=\sum_{i<N}c_iB'^i,$$

with the same coefficients. Placing the first expansion between $V^\dagger$ and $V$, and the second between $V'^\dagger$ and $V'$, gives $h_k=\sum_{i<N}c_ih_i$ and $h'_k=\sum_{i<N}c_ih'_i$. If the bath moments agree for all orders below $N$, they agree at every order.

Adsorbate moments that agree through order $N+1$ give $a=a'$ and exactly these bath moments, so they too agree at every order.

Agreement through order $N$ is not enough in general. Take two baths of one level each, so $N=2$, with $a=a'=0$, $V=V'=1$, $B=0$ and $B'=1$. The adsorbate moments of orders 0 to 3 are $1,0,1,0$ in the first system and $1,0,1,1$ in the second: they agree through order two and differ at order three.

These two baths have equal size. When both baths are Hermitian and one is much smaller than the other, fewer moments are enough. Suppose that $B'$ has $d$ levels, and let $q$ be its characteristic polynomial, which has real coefficients. Bath moments that agree through order $2d$ give $\|q(B)V\|^2=\|q(B')V'\|^2=0$. Hence $q(B)V=0$, so $q$ can take the place of $p$ in the division above, and the bath moments agree at every order. Adsorbate moments that agree through order $2d+2$ therefore agree at every order, however large the other bath is. This refinement is not part of the Lean code.

## The adsorbate and its bath as Lean objects

The bath levels are labelled by finite types `n` and `n'`, which need not have the same number of elements and may be empty. The full space is indexed by `Unit ⊕ n`: `Sum.inl ()` is the adsorbate and `Sum.inr i` is bath level `i`. The definition `hamiltonian` is the block matrix above. The level has type `ℝ`, and the upper right block holds the complex conjugates of `V`.

`moment a V B k` is $\mu_k$, the adsorbate diagonal entry of the `k`-th power. `bathMoment V B k` is $h_k$; `⬝ᵥ` does not conjugate, so the `star` on the left factor does. The coupling vector is not normalised: $h_0=\|V\|^2$ is the total squared coupling, and for $V\neq0$ the normalised moments are $h_k/h_0$. For a Hermitian bath, $h_1/h_0$ is the mean of the bath eigenvalues, weighted by the squared couplings to the corresponding eigenstates.

`moments_agree_iff` is the equivalence that you asked for, for every natural number `m`. At `m = 0` it says that orders zero to two agree exactly when the levels and the total squared couplings agree. `moments_agree_of_le` is the statement that agreement through order $N+1$ extends to all orders.

Neither of these two theorems assumes that the baths are Hermitian; the algebra holds for any complex matrices `B` and `B'`. Hermiticity matters for the physical reading, since it makes $\mu_k$ a moment of a real, non-negative density of states. `hamiltonian_isHermitian` confirms that a Hermitian bath gives a Hermitian Hamiltonian.

The model has a single adsorbate level, orthogonal to the bath orbitals, a finite bath and no electron–electron interaction. The theorems compare two given baths; they neither construct a smaller one nor bound the difference between two densities of states at a given energy.

```lean
import Mathlib

open Matrix

namespace BathMomentMatching

noncomputable section

variable {n n' : Type*} [Fintype n] [DecidableEq n] [Fintype n'] [DecidableEq n']

/-- The Hamiltonian of one adsorbate level `a` coupled by the vector `V` to a bath `B`. -/
def hamiltonian (a : ℝ) (V : n → ℂ) (B : Matrix n n ℂ) :
    Matrix (Unit ⊕ n) (Unit ⊕ n) ℂ :=
  fromBlocks (of fun _ _ => (a : ℂ)) (of fun _ i => star (V i)) (of fun i _ => V i) B

/-- The adsorbate moment of order `k`: the adsorbate diagonal element of the `k`-th power
of the Hamiltonian. -/
def moment (a : ℝ) (V : n → ℂ) (B : Matrix n n ℂ) (k : ℕ) : ℂ :=
  (hamiltonian a V B ^ k) (Sum.inl ()) (Sum.inl ())

/-- The bath moment `⟨V, B ^ k V⟩` seen through the coupling vector. -/
def bathMoment (V : n → ℂ) (B : Matrix n n ℂ) (k : ℕ) : ℂ :=
  star V ⬝ᵥ (B ^ k *ᵥ V)

omit [Fintype n] [DecidableEq n] in
/-- A Hermitian bath gives a Hermitian Hamiltonian of adsorbate and bath. -/
theorem hamiltonian_isHermitian (a : ℝ) (V : n → ℂ) {B : Matrix n n ℂ}
    (hB : B.IsHermitian) : (hamiltonian a V B).IsHermitian := by
  refine Matrix.IsHermitian.fromBlocks (Matrix.IsHermitian.ext fun i j => by simp) ?_ hB
  ext i j
  simp

/-- The adsorbate moment of order zero is one. -/
theorem moment_zero (a : ℝ) (V : n → ℂ) (B : Matrix n n ℂ) : moment a V B 0 = 1 := by
  simp [moment]

/-- The bath amplitudes after `k` applications of the Hamiltonian to the adsorbate state: term `j`
is the adsorbate moment of order `k - (j + 1)` times the vector `B ^ j *ᵥ V`. -/
theorem bath_amplitude (a : ℝ) (V : n → ℂ) (B : Matrix n n ℂ) (k : ℕ) :
    (fun i => (hamiltonian a V B ^ k) (Sum.inr i) (Sum.inl ())) =
      ∑ j ∈ Finset.range k, moment a V B (k - (j + 1)) • (B ^ j *ᵥ V) := by
  induction k with
  | zero => ext i; simp
  | succ k ih =>
    -- one more application: hop from the adsorbate, or move within the bath
    have step : (fun i => (hamiltonian a V B ^ (k + 1)) (Sum.inr i) (Sum.inl ())) =
        moment a V B k • V +
          B *ᵥ (fun i => (hamiltonian a V B ^ k) (Sum.inr i) (Sum.inl ())) := by
      ext i
      rw [pow_succ', Matrix.mul_apply, Fintype.sum_sum_type, Fintype.sum_unique]
      simp only [Pi.add_apply, Pi.smul_apply, smul_eq_mul]
      rw [mul_comm (moment a V B k)]
      rfl
    have hsum : B *ᵥ (∑ j ∈ Finset.range k, moment a V B (k - (j + 1)) • (B ^ j *ᵥ V)) =
        ∑ j ∈ Finset.range k, B *ᵥ (moment a V B (k - (j + 1)) • (B ^ j *ᵥ V)) :=
      map_sum B.mulVecLin _ _
    rw [step, ih, hsum, Finset.sum_range_succ', add_comm]
    congr 1
    · refine Finset.sum_congr rfl fun j _ => ?_
      rw [Matrix.mulVec_smul, Matrix.mulVec_mulVec, ← pow_succ', Nat.add_sub_add_right]
    · simp

/-- The recursion for adsorbate moments: the next moment follows from earlier ones, the level
and the bath moments. -/
theorem moment_succ (a : ℝ) (V : n → ℂ) (B : Matrix n n ℂ) (k : ℕ) :
    moment a V B (k + 1) = a * moment a V B k +
      ∑ j ∈ Finset.range k, bathMoment V B j * moment a V B (k - (j + 1)) := by
  have step : moment a V B (k + 1) = a * moment a V B k +
      star V ⬝ᵥ (fun i => (hamiltonian a V B ^ k) (Sum.inr i) (Sum.inl ())) := by
    unfold moment
    rw [pow_succ', Matrix.mul_apply, Fintype.sum_sum_type, Fintype.sum_unique]
    rfl
  rw [step, bath_amplitude, dotProduct_sum]
  congr 1
  refine Finset.sum_congr rfl fun j _ => ?_
  rw [dotProduct_smul, smul_eq_mul]
  exact mul_comm _ _

/-- Two adsorbates coupled to finite baths, possibly of different sizes, have equal moments
through order `m + 2` if and only if their levels agree and their bath moments agree through
order `m`. -/
theorem moments_agree_iff (a a' : ℝ) (V : n → ℂ) (V' : n' → ℂ)
    (B : Matrix n n ℂ) (B' : Matrix n' n' ℂ) (m : ℕ) :
    (∀ k ≤ m + 2, moment a V B k = moment a' V' B' k) ↔
      a = a' ∧ ∀ k ≤ m, bathMoment V B k = bathMoment V' B' k := by
  constructor
  · intro h
    have ha : a = a' := by
      have h1 := h (0 + 1) (by omega)
      rw [moment_succ a V B 0, moment_succ a' V' B' 0, moment_zero, moment_zero] at h1
      simpa using h1
    subst ha
    refine ⟨rfl, fun k => ?_⟩
    induction k using Nat.strong_induction_on with
    | _ k ih =>
      intro hk
      have e : moment a V B (k + 1 + 1) = moment a V' B' (k + 1 + 1) := h _ (by omega)
      have hM := h (k + 1) (by omega)
      have hs : ∑ j ∈ Finset.range k, bathMoment V B j * moment a V B (k + 1 - (j + 1)) =
          ∑ j ∈ Finset.range k, bathMoment V' B' j * moment a V' B' (k + 1 - (j + 1)) := by
        refine Finset.sum_congr rfl fun j hj => ?_
        have hj' := Finset.mem_range.mp hj
        rw [ih j hj' (by omega), h (k + 1 - (j + 1)) (by omega)]
      -- the newest bath moment enters with coefficient one
      rw [moment_succ a V B (k + 1), moment_succ a V' B' (k + 1), Finset.sum_range_succ,
        Finset.sum_range_succ, Nat.sub_self, moment_zero, moment_zero] at e
      linear_combination e - (a : ℂ) * hM - hs
  · rintro ⟨rfl, h⟩ k
    induction k using Nat.strong_induction_on with
    | _ k ih =>
      intro hk
      cases k with
      | zero => rw [moment_zero, moment_zero]
      | succ k =>
        rw [moment_succ a V B k, moment_succ a V' B' k, ih k (by omega) (by omega)]
        congr 1
        refine Finset.sum_congr rfl fun j hj => ?_
        have hj' := Finset.mem_range.mp hj
        rw [h j (by omega), ih (k - (j + 1)) (by omega) (by omega)]

/-- Any power of two bath matrices is a combination, with the same coefficients for both, of
their powers below the total number of levels. -/
theorem pow_common_combination {R : Type*} [CommRing R] [Nontrivial R]
    (B : Matrix n n R) (B' : Matrix n' n' R) (k : ℕ) :
    ∃ c : ℕ → R,
      B ^ k = ∑ i ∈ Finset.range (Fintype.card n + Fintype.card n'), c i • B ^ i ∧
      B' ^ k = ∑ i ∈ Finset.range (Fintype.card n + Fintype.card n'), c i • B' ^ i := by
  -- divide by the product of the characteristic polynomials, which annihilates both baths
  have hm : (B.charpoly * B'.charpoly).Monic := B.charpoly_monic.mul B'.charpoly_monic
  have hdeg : (B.charpoly * B'.charpoly).natDegree = Fintype.card n + Fintype.card n' := by
    rw [B.charpoly_monic.natDegree_mul B'.charpoly_monic,
      Matrix.charpoly_natDegree_eq_dim, Matrix.charpoly_natDegree_eq_dim]
  obtain ⟨r, s, hdiv, hlt⟩ : ∃ r s : Polynomial R,
      r + (B.charpoly * B'.charpoly) * s = Polynomial.X ^ k ∧
      r.degree < (B.charpoly * B'.charpoly).degree := by
    refine ⟨(Polynomial.X ^ k) %ₘ (B.charpoly * B'.charpoly),
      (Polynomial.X ^ k) /ₘ (B.charpoly * B'.charpoly), ?_,
      Polynomial.degree_modByMonic_lt (Polynomial.X ^ k) hm⟩
    exact Polynomial.modByMonic_add_div (Polynomial.X ^ k) (B.charpoly * B'.charpoly)
  have e : Polynomial.aeval B r = B ^ k := by
    simpa [Matrix.aeval_self_charpoly] using congrArg (Polynomial.aeval B) hdiv
  have e' : Polynomial.aeval B' r = B' ^ k := by
    simpa [Matrix.aeval_self_charpoly] using congrArg (Polynomial.aeval B') hdiv
  by_cases hr : r = 0
  · subst hr
    exact ⟨0, by rw [← e]; simp, by rw [← e']; simp⟩
  · rw [Polynomial.degree_eq_natDegree hm.ne_zero, hdeg] at hlt
    have hN := (Polynomial.natDegree_lt_iff_degree_lt hr).2 hlt
    exact ⟨r.coeff, by rw [← e, Polynomial.aeval_eq_sum_range' hN],
      by rw [← e', Polynomial.aeval_eq_sum_range' hN]⟩

/-- Bath moments that agree at all orders below the total number of levels in the two baths
agree at every order. -/
theorem bathMoments_agree_of_lt (V : n → ℂ) (V' : n' → ℂ)
    (B : Matrix n n ℂ) (B' : Matrix n' n' ℂ)
    (h : ∀ k < Fintype.card n + Fintype.card n', bathMoment V B k = bathMoment V' B' k)
    (k : ℕ) : bathMoment V B k = bathMoment V' B' k := by
  obtain ⟨c, e, e'⟩ := pow_common_combination B B' k
  unfold bathMoment at h ⊢
  rw [e, e']
  simp only [Matrix.sum_mulVec, dotProduct_sum, Matrix.smul_mulVec, dotProduct_smul,
    smul_eq_mul]
  refine Finset.sum_congr rfl fun i hi => ?_
  rw [h i (Finset.mem_range.mp hi)]

/-- Adsorbate moments that agree through one order more than the total number of bath levels
agree at every order. -/
theorem moments_agree_of_le (a a' : ℝ) (V : n → ℂ) (V' : n' → ℂ)
    (B : Matrix n n ℂ) (B' : Matrix n' n' ℂ)
    (h : ∀ k ≤ Fintype.card n + Fintype.card n' + 1, moment a V B k = moment a' V' B' k)
    (k : ℕ) : moment a V B k = moment a' V' B' k := by
  have ha : a = a' := by
    have h1 := h (0 + 1) (by omega)
    rw [moment_succ a V B 0, moment_succ a' V' B' 0, moment_zero, moment_zero] at h1
    simpa using h1
  have hb := bathMoments_agree_of_lt V V' B B' fun j hj =>
    ((moments_agree_iff a a' V V' B B' j).1 fun i hi => h i (by omega)).2 j le_rfl
  exact (moments_agree_iff a a' V V' B B' k).2 ⟨ha, fun j _ => hb j⟩ k (by omega)

end

end BathMomentMatching
```

```lean
#print axioms BathMomentMatching.hamiltonian_isHermitian
#print axioms BathMomentMatching.moments_agree_iff
#print axioms BathMomentMatching.moments_agree_of_le
```

```
'BathMomentMatching.hamiltonian_isHermitian' depends on axioms: [propext, Classical.choice, Quot.sound]
'BathMomentMatching.moments_agree_iff' depends on axioms: [propext, Classical.choice, Quot.sound]
'BathMomentMatching.moments_agree_of_le' depends on axioms: [propext, Classical.choice, Quot.sound]
```

## How the Lean proof follows the recursion

`bath_amplitude` is the formula for $x_k$, proved by induction on `k`. Its `step` is the equation $x_{k+1}=\mu_kV+Bx_k$: `pow_succ'` writes $H^{k+1}$ as $H\,H^k$, and the sum in the matrix product is split into its adsorbate and bath parts. After the induction hypothesis is inserted, `Finset.sum_range_succ'` separates the $j=0$ term, which is the newest hop from the adsorbate. The other terms match once $B\,B^j$ is written as $B^{j+1}$.

`moment_succ` does the same for the adsorbate row of $H$. Its `step` is $\mu_{k+1}=a\mu_k+V^\dagger x_k$, and rewriting with `bath_amplitude` turns the second term into the sum over bath moments.

In `moments_agree_iff`, the first direction obtains `ha` from the moments of order one and then uses strong induction on the order of the bath moment. There `e` is the equality of the moments of order $k+2$, `hM` that of the moments of order $k+1$, and `hs` that of the sums over $j<k$. `Finset.sum_range_succ` splits off the newest bath moment, and `moment_zero` gives it the coefficient one. The final `linear_combination` subtracts the known equalities from `e` and leaves $h_k=h'_k$. The second direction is strong induction on the order of the adsorbate moment, with each term of the recursion matched separately.

`pow_common_combination` carries out the polynomial division. The remainder is `r`; evaluating the division identity at `B` and at `B'` removes the multiple of the characteristic polynomials, which gives `e` and `e'`. The coefficients of `r` are the common $c_i$, and the case `r = 0` is treated separately. `bathMoments_agree_of_lt` puts these expansions between the coupling vectors and compares them term by term.

Finally, `moments_agree_of_le` applies the equivalence twice. It first extracts each bath moment of order $j<N$, for which adsorbate moments through order $j+2\le N+1$ suffice. Once all bath moments are known to agree, it uses the other direction to recover the adsorbate moment of any order.

## Bath fitting, and the same question for Green functions

For a non-interacting adsorbate level with finite baths, the equivalence gives an exact criterion for replacing one bath by another: with the level held fixed, a replacement bath that preserves the bath moments through order $m$ preserves the adsorbate moments through order $m+2$, and conversely any replacement bath that preserves those adsorbate moments also preserves the bath moments through order $m$.

The question could also have been modelled with the adsorbate Green function

$$G(z)=\frac{1}{z-a-\Delta(z)},\qquad \Delta(z)=V^\dagger(z-B)^{-1}V.$$

At large $|z|$, the coefficients of $z^{-(k+1)}$ in $G$ and $\Delta$ are $\mu_k$ and $h_k$. The claim would then compare two expansions in $1/z$. That version is closer to the hybridisation function used in impurity models, but with $G$ and $\Delta$ treated as functions of a complex variable it also involves resolvents and their expansions at large $|z|$. The formulation with matrix powers avoids both.
